# With an outer spin one-half coupled by norm at most e, levels paired from the bottom up differ by at most 2e within each pair

Q: Suppose two inner levels of an atom lie closer together than the coupling to the outer electron's spin. Perturbation theory for one doublet at a time then has small denominators, and I lose any bound on the splitting. Can I still say that the levels come in close pairs, or does your statement assume well-separated inner levels?

A: It assumes no separation. Let $H$ be a Hermitian $n\times n$ matrix for everything except the outer spin, with levels $\mu_0\le\dots\le\mu_{n-1}$, a degenerate level being listed as often as its multiplicity. Let $W$ be the Hermitian coupling on $\mathbb C^n\otimes\mathbb C^2$, with $\|Wx\|\le e\|x\|$ for every $x$. If $E_0\le E_1\le\dots$ are the levels of $H\otimes 1+W$, listed in the same way, then $|E_{2k+1}-E_{2k}|\le 2e$ for $k=0,\dots,n-1$.

Q: Show me by hand, without dividing by a gap.

A: If $Hu=\mu_k u$, then $(H\otimes1)(u\otimes s)=\mu_k\,u\otimes s$ for both spin states $s$. So the uncoupled levels $F_j$ satisfy $F_{2k}=F_{2k+1}=\mu_k$. It remains to show that the coupling moves each ordered level by at most $e$.

Write $A=H\otimes1+W$ and $B=H\otimes1$, of dimension $m=2n$, with unitary eigenvector matrices $U$ and $V$. Fix a level number $i$. I look for a state $x=Uc=Vd$, where $d=V^\dagger Uc$, with $c_j=0$ for $j<i$ and $d_j=0$ for $j>i$. These are $i+(m-1-i)=m-1$ linear conditions on $m$ amplitudes, so a nonzero $c$ exists. Unitarity gives $\|x\|^2=\sum_j|c_j|^2=\sum_j|d_j|^2$, and therefore
$$x^\dagger Ax=\sum_j E_j|c_j|^2\ge E_i\|x\|^2,\qquad x^\dagger Bx=\sum_j F_j|d_j|^2\le F_i\|x\|^2 .$$
By Cauchy–Schwarz, $x^\dagger Wx\le\|x\|\,\|Wx\|\le e\|x\|^2$. Since $A=B+W$,
$$E_i\|x\|^2\le x^\dagger Bx+x^\dagger Wx\le(F_i+e)\|x\|^2 ,$$
so $E_i\le F_i+e$. Exchanging $A$ and $B$ replaces $W$ by $-W$, which has the same norm, and gives $F_i\le E_i+e$. This is Weyl's inequality. Both $E_{2k}$ and $E_{2k+1}$ thus lie within $e$ of $\mu_k$, and hence within $2e$ of each other.

Q: Now the formal version. What does it mean there by a level?

In Lean 4 with Mathlib:

```lean
import Mathlib

open Matrix
open scoped Kronecker

namespace PairCoupling

variable {ι κ : Type*} [Fintype ι] [DecidableEq ι] [Fintype κ] [DecidableEq κ]
```

A: `OrderedLevels A E` says that `E` is increasing and that a unitary `U` of eigenvectors diagonalises `A` with the real entries `E`. A degenerate level is therefore listed as often as its multiplicity.

```lean
/-- `E` lists the energy levels of `A` in increasing order, with multiplicity: a unitary matrix
of eigenvectors brings `A` to diagonal form with entries `E`. -/
structure OrderedLevels {m : ℕ} (A : Matrix ι ι ℂ) (E : Fin m → ℝ) : Prop where
  mono : Monotone E
  diag : ∃ U : Matrix ι (Fin m) ℂ, Uᴴ * U = 1 ∧ U * Uᴴ = 1 ∧
    A * U = U * diagonal (fun j => (E j : ℂ))
```

Q: And the strength of the coupling?

A: `NormAtMost W e` is the Euclidean operator-norm bound, written with squared norms, together with $e\ge0$. The number $e$ is postulated. It stands for an upper bound on $\|Wx\|$ over all normalised states $x$, where $W$ collects the terms that involve the outer spin, such as its spin–orbit interaction and the spin-dependent part of exchange, written as an effective operator.

```lean
/-- The operator norm of `W` is at most `e`: no state is stretched by more than the factor `e`. -/
structure NormAtMost (W : Matrix ι ι ℂ) (e : ℝ) : Prop where
  nonneg : 0 ≤ e
  bound : ∀ x : ι → ℂ, ∑ i, ‖(W *ᵥ x) i‖ ^ 2 ≤ e ^ 2 * ∑ i, ‖x i‖ ^ 2
```

Q: I don't see a hypothesis that $W$ is Hermitian in the pair theorem.

A: `close_pairs` assumes that `H` is Hermitian and that `H ⊗ₖ 1 + W` has ordered real levels `E`. A unitary diagonalisation with real entries makes the sum Hermitian, so $W$ is Hermitian too. Conversely, for Hermitian $W$ the list `E` exists by `exists_levels`. The index type `Fin n × Fin 2` is the product basis of inner states and spin states, and levels are counted from zero; counted from one, the pair is $2k-1,2k$ with $k=1,\dots,n$.

Q: Are these pairs the $J=K\pm\tfrac12$ doublets of pair coupling?

A: Not by label. The theorem pairs neighbours in the sorted list of states and knows nothing of angular momentum. If an inner level $K$ is $(2K+1)$-fold degenerate, it occupies $2K+1$ successive places in $\mu$, and the corresponding $2(2K+1)$ coupled levels all lie within $e$ of it. Nor need a pair stand apart from the next one. A gap $\mu_{k+1}-\mu_k>2e$ keeps the two pairs from overlapping, and a gap above $4e$ makes the space between them larger than the splitting within either. In a free atom with an odd number of electrons every $J$ is half-integer and every level has even degeneracy, so the two members of each sorted pair coincide and the pair bound is trivial. What bounds the splitting between $J=K+\tfrac12$ and $J=K-\tfrac12$ is the statement about all $2(2K+1)$ levels: in a free atom this splitting is at most $2e$ if the inner level lies more than $2e$ from all others.

Q: Then take me through the proof. Where do the expectation values come from?

A: `energy_expansion` is the weighted sum $\sum_j E_j|c_j|^2$. It moves $U$ through `A` by the eigenvalue equation and cancels $U^\dagger U$.

```lean
omit [DecidableEq ι] in
/-- For a vector `x = U c` expanded in orthonormal eigenvectors, `x† A x` is the sum of the levels
weighted by the squared amplitudes. For normalised `x` this is the expectation value of the energy.
-/
theorem energy_expansion {A : Matrix ι ι ℂ} {U : Matrix ι κ ℂ} {E : κ → ℝ}
    (hU : Uᴴ * U = 1) (hA : A * U = U * diagonal (fun j => (E j : ℂ))) (c : κ → ℂ) :
    star (U *ᵥ c) ⬝ᵥ A *ᵥ (U *ᵥ c) = ((∑ j, E j * ‖c j‖ ^ 2 : ℝ) : ℂ) := by
  rw [Matrix.mulVec_mulVec, hA, Matrix.star_mulVec, ← Matrix.dotProduct_mulVec,
    Matrix.mulVec_mulVec, ← Matrix.mul_assoc, hU, Matrix.one_mul]
  simp only [dotProduct, Matrix.mulVec_diagonal, Pi.star_apply]
  push_cast
  refine Finset.sum_congr rfl fun j _ => ?_
  have h := Complex.conj_mul' (c j)
  rw [starRingEnd_apply] at h
  linear_combination (E j : ℂ) * h
```

`expectation_le` is the Cauchy–Schwarz step. It bounds the real part, so it needs no Hermiticity. The Cauchy–Schwarz inequality is available in squared form, and `nlinarith` recovers the unsquared bound by contradiction.

```lean
omit [DecidableEq ι] in
/-- For a perturbation `W` of norm at most `e` and any vector `x`, the real part of `x† W x` is at
most `e` times the squared norm of `x`. -/
theorem expectation_le {W : Matrix ι ι ℂ} {e : ℝ} (hW : NormAtMost W e) (x : ι → ℂ) :
    (star x ⬝ᵥ W *ᵥ x).re ≤ e * ∑ i, ‖x i‖ ^ 2 := by
  have hS : 0 ≤ ∑ i, ‖x i‖ ^ 2 := Finset.sum_nonneg fun _ _ => by positivity
  have h1 : (star x ⬝ᵥ W *ᵥ x).re ≤ ∑ i, ‖x i‖ * ‖(W *ᵥ x) i‖ := by
    rw [dotProduct]
    exact (Complex.re_le_norm _).trans ((norm_sum_le _ _).trans
      (le_of_eq (Finset.sum_congr rfl fun i _ => by rw [norm_mul, Pi.star_apply, norm_star])))
  -- Cauchy-Schwarz
  have h2 := Finset.sum_mul_sq_le_sq_mul_sq Finset.univ (fun i => ‖x i‖) (fun i => ‖(W *ᵥ x) i‖)
  have h3 := mul_le_mul_of_nonneg_left (hW.bound x) hS
  have h4 := mul_nonneg hW.nonneg hS
  refine h1.trans ?_
  by_contra hcon
  have h5 := not_le.mp hcon
  nlinarith
```

Q: And the count of $m-1$ conditions?

A: It becomes a square matrix `M` in `level_le_add`. Rows $j<i$ are those of the identity, row $i$ is zero, and rows $j>i$ are those of $V^\dagger U$. A zero row makes the determinant vanish, so some nonzero `c` has `M *ᵥ c = 0`. `hlow` and `hhigh` read off the vanishing amplitudes, `iso` gives equality of the norms, and `lower` and `upper` are the two displayed inequalities. The last lines use $\|x\|^2>0$ to remove the common factor.

```lean
/-- If `A` and `B` differ by an operator of norm at most `e`, each ordered level of `A` lies at
most `e` above the level of `B` with the same number. -/
theorem level_le_add {m : ℕ} {A B : Matrix ι ι ℂ} {E F : Fin m → ℝ} {e : ℝ}
    (hA : OrderedLevels A E) (hB : OrderedLevels B F) (h : NormAtMost (A - B) e) (i : Fin m) :
    E i ≤ F i + e := by
  obtain ⟨U, hU, -, hAU⟩ := hA.diag
  obtain ⟨V, hV, hV', hBV⟩ := hB.diag
  have iso : ∀ Q : Matrix ι (Fin m) ℂ, Qᴴ * Q = 1 → ∀ c : Fin m → ℂ,
      ∑ a, ‖(Q *ᵥ c) a‖ ^ 2 = ∑ j, ‖c j‖ ^ 2 := by
    intro Q hQ c
    have h1 := energy_expansion (A := 1) (E := fun _ => 1) hQ (by simp) c
    have h2 := energy_expansion (A := 1) (U := (1 : Matrix ι ι ℂ)) (E := fun _ => 1)
      (by simp) (by simp) (Q *ᵥ c)
    simp only [Matrix.one_mulVec, one_mul] at h1 h2
    exact Complex.ofReal_injective (h2.symm.trans h1)
  -- a square system with a zero row: no `A`-component below `i`, no `B`-component above `i`
  let M : Matrix (Fin m) (Fin m) ℂ := Matrix.of fun j l =>
    if j < i then (1 : Matrix (Fin m) (Fin m) ℂ) j l else if j = i then 0 else (Vᴴ * U) j l
  have hM : M.det = 0 := Matrix.det_eq_zero_of_row_eq_zero i (fun l => by simp [M])
  obtain ⟨c, hc, hMc⟩ := Matrix.exists_mulVec_eq_zero_iff.mpr hM
  obtain ⟨d, hd⟩ : ∃ d, d = (Vᴴ * U) *ᵥ c := ⟨_, rfl⟩
  have hlow : ∀ j, j < i → c j = 0 := by
    intro j hj
    have hrow : (M *ᵥ c) j = ((1 : Matrix (Fin m) (Fin m) ℂ) *ᵥ c) j := by
      simp only [Matrix.mulVec, dotProduct, M, Matrix.of_apply, if_pos hj]
    rw [Matrix.one_mulVec] at hrow
    exact hrow.symm.trans (congrFun hMc j)
  have hhigh : ∀ j, i < j → d j = 0 := by
    intro j hj
    have hrow : (M *ᵥ c) j = ((Vᴴ * U) *ᵥ c) j := by
      simp only [Matrix.mulVec, dotProduct, M, Matrix.of_apply, if_neg (not_lt.mpr hj.le),
        if_neg hj.ne']
    rw [hd]
    exact hrow.symm.trans (congrFun hMc j)
  have hx : V *ᵥ d = U *ᵥ c := by
    rw [hd, Matrix.mulVec_mulVec, ← Matrix.mul_assoc, hV', Matrix.one_mul]
  have e1 := energy_expansion hU hAU c
  have e2 := energy_expansion hV hBV d
  have hn := iso V hV d
  rw [hx] at e2 hn
  rw [iso U hU c] at hn
  have hb := expectation_le h (U *ᵥ c)
  rw [Matrix.sub_mulVec, dotProduct_sub, e1, e2, Complex.sub_re, Complex.ofReal_re,
    Complex.ofReal_re, iso U hU c] at hb
  have lower : E i * ∑ j, ‖c j‖ ^ 2 ≤ ∑ j, E j * ‖c j‖ ^ 2 := by
    rw [Finset.mul_sum]
    refine Finset.sum_le_sum fun j _ => ?_
    rcases lt_or_ge j i with hj | hj
    · simp [hlow j hj]
    · exact mul_le_mul_of_nonneg_right (hA.mono hj) (by positivity)
  have upper : ∑ j, F j * ‖d j‖ ^ 2 ≤ F i * ∑ j, ‖d j‖ ^ 2 := by
    rw [Finset.mul_sum]
    refine Finset.sum_le_sum fun j _ => ?_
    rcases lt_or_ge i j with hj | hj
    · simp [hhigh j hj]
    · exact mul_le_mul_of_nonneg_right (hB.mono hj) (by positivity)
  rw [← hn] at upper
  have hS : 0 < ∑ j, ‖c j‖ ^ 2 := by
    obtain ⟨j, hj⟩ := Function.ne_iff.mp hc
    have hp : 0 < ‖c j‖ := norm_pos_iff.mpr hj
    exact Finset.sum_pos' (fun _ _ => by positivity) ⟨j, Finset.mem_univ j, by positivity⟩
  by_contra hcon
  have := mul_pos (sub_pos.mpr (not_le.mp hcon)) hS
  nlinarith
```

`weyl_inequality` applies this in both directions. There `A` is the unperturbed operator, with levels `F`, and `A + W` has levels `E`.

```lean
/-- Weyl's inequality: a perturbation of norm at most `e` moves each ordered level by at
most `e`. -/
theorem weyl_inequality {m : ℕ} {A W : Matrix ι ι ℂ} {E F : Fin m → ℝ} {e : ℝ}
    (hA : OrderedLevels A F) (hE : OrderedLevels (A + W) E) (hW : NormAtMost W e) (i : Fin m) :
    |E i - F i| ≤ e := by
  have h1 : NormAtMost (A + W - A) e := by
    rw [show A + W - A = W by abel]
    exact hW
  have h2 : NormAtMost (A - (A + W)) e := by
    rw [show A - (A + W) = -W by abel]
    refine ⟨hW.nonneg, fun x => ?_⟩
    simp only [Matrix.neg_mulVec, Pi.neg_apply, norm_neg]
    exact hW.bound x
  have := level_le_add hE hA h1 i
  have := level_le_add hA hE h2 i
  rw [abs_le]
  constructor <;> linarith
```

Q: Who guarantees that the lists are sorted?

A: `levels_of_eigenbasis` accepts any complete orthonormal eigenbasis with a renumbering `p` that makes the eigenvalues increase.

```lean
/-- A complete orthonormal set of eigenvectors with real eigenvalues, renumbered so that the
eigenvalues increase, gives the ordered levels. -/
theorem levels_of_eigenbasis {m : ℕ} {A : Matrix ι ι ℂ} {Q : Matrix ι κ ℂ} {f : κ → ℝ}
    {E : Fin m → ℝ} (h1 : Qᴴ * Q = 1) (h2 : Q * Qᴴ = 1)
    (hA : A * Q = Q * diagonal (fun j => (f j : ℂ))) (p : Fin m ≃ κ)
    (hp : ∀ j, E j = f (p j)) (hE : Monotone E) : OrderedLevels A E := by
  refine ⟨hE, Q.submatrix id p, ?_, ?_, ?_⟩
  · ext j l
    have h := congrFun (congrFun h1 (p j)) (p l)
    simpa [Matrix.mul_apply, Matrix.one_apply] using h
  · ext a b
    have h := congrFun (congrFun h2 a) b
    rw [Matrix.mul_apply] at h ⊢
    exact (Equiv.sum_comp p (fun i => Q a i * Qᴴ i b)).trans h
  · ext i j
    have h := congrFun (congrFun hA i) (p j)
    rw [Matrix.mul_diagonal] at h ⊢
    rw [hp j]
    exact h
```

`exists_levels` takes the eigenbasis that Mathlib supplies for a Hermitian matrix and sorts its eigenvalues.

```lean
/-- Every Hermitian matrix has a list of ordered levels, as many as the dimension. -/
theorem exists_levels {m : ℕ} {A : Matrix ι ι ℂ} (hA : A.IsHermitian)
    (hm : Fintype.card ι = m) : ∃ E : Fin m → ℝ, OrderedLevels A E := by
  let q : Fin m ≃ ι := (Fintype.equivFinOfCardEq hm).symm
  obtain ⟨p, hp⟩ : ∃ p : Fin m ≃ ι, Monotone (hA.eigenvalues ∘ p) :=
    ⟨(Tuple.sort (hA.eigenvalues ∘ q)).trans q, Tuple.monotone_sort (hA.eigenvalues ∘ q)⟩
  refine ⟨hA.eigenvalues ∘ p, levels_of_eigenbasis
    (Q := (hA.eigenvectorUnitary : Matrix ι ι ℂ)) (f := hA.eigenvalues)
    (Matrix.mem_unitaryGroup_iff'.mp hA.eigenvectorUnitary.2)
    (Matrix.mem_unitaryGroup_iff.mp hA.eigenvectorUnitary.2) ?_ p (fun _ => rfl) hp⟩
  ext i j
  have h := congrFun (hA.mulVec_eigenvectorBasis j) i
  simp only [Matrix.mulVec, dotProduct, Pi.smul_apply, Complex.real_smul] at h
  rw [Matrix.mul_diagonal, Matrix.mul_apply]
  simp only [Matrix.IsHermitian.eigenvectorUnitary_apply]
  exact h.trans (mul_comm _ _)
```

For the uncoupled system the eigenvectors are the columns of $U\otimes1$, where the columns of $U$ are now the eigenvectors of $H$. `levels_uncoupled` allows any outer dimension, called $d$ from here on, and the level with number $j$ is $\mu_{\lfloor j/d\rfloor}$, which increases with $j$.

```lean
/-- Without coupling to an outer system of dimension `d`, each level of `H` appears `d` times
in succession. -/
theorem levels_uncoupled {n : ℕ} (d : ℕ) {H : Matrix ι ι ℂ} {μ : Fin n → ℝ}
    (hH : OrderedLevels H μ) : OrderedLevels (H ⊗ₖ (1 : Matrix (Fin d) (Fin d) ℂ))
      (fun j : Fin (n * d) => μ (finProdFinEquiv.symm j).1) := by
  obtain ⟨U, hU, hU', hHU⟩ := hH.diag
  refine levels_of_eigenbasis (Q := U ⊗ₖ (1 : Matrix (Fin d) (Fin d) ℂ))
    (f := fun q => μ q.1) ?_ ?_ ?_ finProdFinEquiv.symm (fun _ => rfl) ?_
  · rw [Matrix.conjTranspose_kronecker, ← Matrix.mul_kronecker_mul, hU,
      Matrix.conjTranspose_one, Matrix.one_mul, Matrix.one_kronecker_one]
  · rw [Matrix.conjTranspose_kronecker, ← Matrix.mul_kronecker_mul, hU',
      Matrix.conjTranspose_one, Matrix.one_mul, Matrix.one_kronecker_one]
  · rw [← Matrix.mul_kronecker_mul, hHU, Matrix.one_mul]
    ext ⟨i, s⟩ ⟨j, t⟩
    simp only [Matrix.mul_diagonal, Matrix.kroneckerMap_apply]
    ring
  · intro j l hjl
    have h : (j : ℕ) / d ≤ (l : ℕ) / d := Nat.div_le_div_right (Fin.le_def.mp hjl)
    exact hH.mono h
```

Weyl's inequality then places every member of group $k$ within $e$ of $\mu_k$. The expression `finProdFinEquiv (k, s)` is the level number $dk+s$.

```lean
/-- With a coupling `W` of norm at most `e` to an outer system of dimension `d`, the ordered
levels fall into groups of `d`, and each member of group `k` lies within `e` of level `k`
of `H`. -/
theorem level_near_parent {n d : ℕ} {H : Matrix ι ι ℂ}
    {W : Matrix (ι × Fin d) (ι × Fin d) ℂ} {μ : Fin n → ℝ} {E : Fin (n * d) → ℝ} {e : ℝ}
    (hH : OrderedLevels H μ) (hE : OrderedLevels (H ⊗ₖ (1 : Matrix (Fin d) (Fin d) ℂ) + W) E)
    (hW : NormAtMost W e) (k : Fin n) (s : Fin d) :
    |E (finProdFinEquiv (k, s)) - μ k| ≤ e := by
  have h := weyl_inequality (levels_uncoupled d hH) hE hW (finProdFinEquiv (k, s))
  simp only [Equiv.symm_apply_apply] at h
  exact h
```

For $d=2$ the members $s=0$ and $s=1$ have numbers $2k$ and $2k+1$. `close_pairs` obtains the levels `μ` of `H`, uses the previous theorem twice, and combines the two bounds by `linarith`.

```lean
/-- For Hermitian `H` and an outer spin one-half coupled by `W` of norm at most `e`, the ordered
levels numbered `2k` and `2k+1`, counted from zero, differ by at most `2e`. -/
theorem close_pairs {n : ℕ} {H : Matrix (Fin n) (Fin n) ℂ}
    {W : Matrix (Fin n × Fin 2) (Fin n × Fin 2) ℂ} {E : Fin (n * 2) → ℝ} {e : ℝ}
    (hH : H.IsHermitian) (hE : OrderedLevels (H ⊗ₖ (1 : Matrix (Fin 2) (Fin 2) ℂ) + W) E)
    (hW : NormAtMost W e) (k : Fin n) :
    |E ⟨2 * k + 1, by have := k.isLt; omega⟩ - E ⟨2 * k, by have := k.isLt; omega⟩|
      ≤ 2 * e := by
  obtain ⟨μ, hμ⟩ := exists_levels hH (Fintype.card_fin n)
  have h0 := level_near_parent hμ hE hW k 0
  have h1 := level_near_parent hμ hE hW k 1
  have i0 : finProdFinEquiv (k, (0 : Fin 2)) = ⟨2 * k, by have := k.isLt; omega⟩ :=
    Fin.ext (by show 0 + 2 * (k : ℕ) = 2 * k; omega)
  have i1 : finProdFinEquiv (k, (1 : Fin 2)) = ⟨2 * k + 1, by have := k.isLt; omega⟩ :=
    Fin.ext (by show 1 + 2 * (k : ℕ) = 2 * k + 1; omega)
  rw [i0, abs_le] at h0
  rw [i1, abs_le] at h1
  rw [abs_le]
  constructor <;> linarith [h0.1, h0.2, h1.1, h1.2]
```

Q: Could a better argument replace $2e$ by $e$?

A: Not for all $H$ and $W$. Take one inner level $h$ and let $W$ shift the two spin states by $-e$ and $e$. The levels are $h-e$ and $h+e$, exactly $2e$ apart. This $W$ acts like a magnetic field on the outer spin, not like an internal coupling of a free atom: there a single non-degenerate inner level has $K=0$, and rotational invariance keeps its two spin states degenerate. The example tests the bound for general Hermitian $W$, which is what the theorem allows. `close_pairs_sharp` verifies both the norm bound and the levels; the matrix is already diagonal, so the identity serves as the eigenvector matrix.

```lean
/-- The bound `2e` is attained: for one inner level `h` and a coupling that shifts the two outer
spin states by `-e` and `e`, with `e ≥ 0`, the coupling has norm at most `e` and the ordered
levels are `h - e` and `h + e`. -/
theorem close_pairs_sharp (h e : ℝ) (he : 0 ≤ e) :
    NormAtMost ((1 : Matrix (Fin 1) (Fin 1) ℂ) ⊗ₖ !![-(e : ℂ), 0; 0, (e : ℂ)]) e ∧
    OrderedLevels (!![(h : ℂ)] ⊗ₖ (1 : Matrix (Fin 2) (Fin 2) ℂ) +
      (1 : Matrix (Fin 1) (Fin 1) ℂ) ⊗ₖ !![-(e : ℂ), 0; 0, (e : ℂ)]) ![h - e, h + e] := by
  constructor
  · refine ⟨he, fun x => ?_⟩
    rw [Finset.mul_sum]
    refine (Finset.sum_congr rfl fun i _ => ?_).le
    obtain ⟨i, s⟩ := i
    fin_cases i
    fin_cases s <;>
      simp [Matrix.mulVec, dotProduct, Fintype.sum_prod_type, Fin.sum_univ_two,
        Matrix.kroneckerMap_apply, mul_pow]
  · refine levels_of_eigenbasis (Q := (1 : Matrix (Fin 1 × Fin 2) (Fin 1 × Fin 2) ℂ))
      (f := fun q => ![h - e, h + e] q.2) (by simp) (by simp) ?_
      (Equiv.uniqueProd (Fin 2) (Fin 1)).symm (fun _ => rfl) ?_
    · rw [Matrix.mul_one, Matrix.one_mul]
      ext ⟨i, s⟩ ⟨j, t⟩
      fin_cases i
      fin_cases j
      fin_cases s <;> fin_cases t <;> simp [Matrix.kroneckerMap_apply]
      ring
    · refine Fin.monotone_iff_le_succ.mpr fun i => ?_
      fin_cases i
      show h - e ≤ h + e
      linarith

end PairCoupling
```

```lean
#print axioms PairCoupling.close_pairs
-- 'PairCoupling.close_pairs' depends on axioms: [propext, Classical.choice, Quot.sound]
#print axioms PairCoupling.close_pairs_sharp
-- 'PairCoupling.close_pairs_sharp' depends on axioms: [propext, Classical.choice, Quot.sound]
```
